# Boundary functions of models with n and m basis functions agree at all common regular energies if values and energy slopes match at k of them and 2k ≥ n + m

I am building an ultrasoft pseudopotential for one partial wave. At each reference energy the pseudo-atom reproduces the logarithmic derivative of the true atom at the cutoff radius, and the augmentation charge restores the norm inside that radius, which makes its energy derivative right as well. Every reference I add improves the scattering nearby. But is that all it ever does? My radial problems are solved in finite bases, so each contains only finitely many numbers. Is there a number of references after which the two scattering curves have no freedom left to differ?

## Different scattering curves of finite models can agree at only finitely many energies

Yes. If the true problem has $n$ basis functions and the pseudo problem $m$, then $k$ references with $2k\ge n+m$ suffice, provided that value and slope match exactly at each.

Let $H$ ($n\times n$) and $K$ ($m\times m$) be the two Hamiltonians inside the cutoff radius $a$, in orthonormal bases, and let $v$ and $w$ be their boundary vectors. Define the boundary functions
$$R_H(e)=v\cdot(H-e)^{-1}v,\qquad R_K(e)=w\cdot(K-e)^{-1}w .$$

In a finite-basis R-matrix calculation for the radial equation, in atomic units, $H$ contains the Bloch surface term and $v_i=\varphi_i(a)/\sqrt2$ for basis functions $\varphi_i$. Diagonalising $H$ gives levels $E_i$ and eigenfunctions $u_i$, and
$$R_H(e)=\tfrac12\sum_i \frac{u_i(a)^2}{E_i-e}=\frac{u(a)}{u'(a)},$$
the inverse logarithmic derivative at energy $e$. Here $u$ is the finite-basis solution and $u'(a)$ is the boundary slope imposed through the Bloch term; the derivative of the basis expansion itself can differ from it, so for the continuum problem the formula is an approximation. The energy slope is $R_H'(e)=2\int_0^a u^2\,dr\,/\,u'(a)^2$, so matching slopes means matching norms inside $a$ for solutions with the same $u'(a)$. For an ultrasoft potential the norm includes the augmentation charge; a positive definite overlap matrix is first removed by passing to an orthonormal basis.

**The mismatch as a polynomial.** Write $\chi_H(e)=\det(e-H)$. When $H-e$ is invertible,
$$e-(H-vv^T)=(e-H)\left(1-(H-e)^{-1}vv^T\right).$$
Since $\det(1-xv^T)=1-v\cdot x$, taking determinants gives
$$\chi_{H-vv^T}(e)=\chi_H(e)\,(1-R_H(e)),$$
and likewise for $K$ and $w$. Now set
$$F=\chi_{H-vv^T}\,\chi_K-\chi_{K-ww^T}\,\chi_H .$$
At energies where both inverses exist,
$$F=\chi_H\chi_K\,(R_K-R_H).$$
Both products in $F$ are monic of degree $n+m$, so their leading terms cancel: $F$ is either zero or of degree below $n+m$.

**Counting roots.** At a reference energy $R_K=R_H$, so $F=0$. Differentiating,
$$F'=(\chi_H\chi_K)'(R_K-R_H)+\chi_H\chi_K(R_K'-R_H')=0,$$
so the root is at least double. With $k$ references, $F$ has at least $2k\ge n+m$ roots counted with multiplicity, which a nonzero polynomial of degree below $n+m$ cannot have. Hence $F=0$. Dividing by $\chi_H\chi_K$, which is nonzero at common regular energies, gives $R_H=R_K$ there.

**One reference too few.** Take levels $1,-1$ with $v=(4,3)$, and a single level $7/25$ with $w=(7/5)$. These vectors are boundary amplitudes, not states, so they need not have unit length. Then
$$R_H(e)=\frac{16}{1-e}-\frac{9}{1+e},\qquad R_K(e)=\frac{49/25}{7/25-e}.$$
At $e=0$ both values are $7$ and both slopes are $25$. At $e=2$ the values are $-19$ and $-49/43\approx-1.14$. Here $F(e)=\tfrac{576}{25}e^2$: the double root at $0$ uses up the whole degree, yet $F$ is not zero. Since $n+m=3$, the bound asks for two references.

**What the Lean theorem says.** In `exact_scattering_of_references`, the finite types `n` and `m` label the basis functions, and `Fintype.card` gives their number. `Regular H e` says that $\det(H-e)\neq0$, and `boundaryFn H v` is $R_H$. The references form a `Finset ℝ` called `S`, so they are automatically distinct. The hypotheses `hreg`, `hval` and `hder` say that each reference is regular for both systems and that values and slopes agree there; `hcard` is $n+m\le2k$. The conclusion is equality at every energy regular for both. The matrices are real but need not be symmetric; symmetry is used in the physical reading above, for the pole sum and for the slope as a norm.

The more general `boundaryFn_eq_of_matching` matches values on a set `T` and slopes only on a subset `S`, with $n+m\le|T|+|S|$.

For a single-channel, finite-basis model with an energy-independent boundary vector, equal boundary functions mean equal phase shifts modulo $\pi$, given the same potential outside $a$. The theorem assumes exact matching: it does not construct a pseudo-Hamiltonian that achieves it, bound the effect of small matching errors, or treat the continuum radial equation. With 30 and 20 basis functions it asks for 25 references, so it does not tell you how accurate a potential with one or two references is.

```lean
import Mathlib

open Matrix Polynomial Topology

namespace NormConservingReferences

noncomputable section

variable {n m : Type*} [Fintype n] [DecidableEq n] [Fintype m] [DecidableEq m]

/-- An energy `e` is regular for `H` when `H - e` is invertible. -/
def Regular (H : Matrix n n ℝ) (e : ℝ) : Prop :=
  (H - e • (1 : Matrix n n ℝ)).det ≠ 0

/-- The boundary function `v · (H - e)⁻¹ v`, meaningful at regular energies `e`. -/
def boundaryFn (H : Matrix n n ℝ) (v : n → ℝ) (e : ℝ) : ℝ :=
  v ⬝ᵥ ((H - e • (1 : Matrix n n ℝ))⁻¹ *ᵥ v)

/-- The mismatch polynomial of two systems, built from the characteristic polynomials of the
Hamiltonians with and without the boundary terms `-v vᵀ` and `-w wᵀ`. -/
def mismatch (H : Matrix n n ℝ) (K : Matrix m m ℝ) (v : n → ℝ) (w : m → ℝ) : ℝ[X] :=
  (H - vecMulVec v v).charpoly * K.charpoly - (K - vecMulVec w w).charpoly * H.charpoly

/-- The regular energies are those at which the characteristic polynomial does not vanish. -/
theorem regular_iff (H : Matrix n n ℝ) (e : ℝ) : Regular H e ↔ H.charpoly.eval e ≠ 0 := by
  have h : H.charpoly.eval e = (-(H - e • (1 : Matrix n n ℝ))).det := by
    rw [Matrix.eval_charpoly, neg_sub, Matrix.smul_one_eq_diagonal, Matrix.scalar_apply]
  rw [h, Matrix.det_neg, Regular]
  simp

/-- At a regular energy, adding the boundary term `-v vᵀ` to `H` multiplies the characteristic
polynomial by one minus the boundary function. -/
theorem charpoly_boundary {H : Matrix n n ℝ} (v : n → ℝ) {e : ℝ} (h : Regular H e) :
    (H - vecMulVec v v).charpoly.eval e = H.charpoly.eval e * (1 - boundaryFn H v e) := by
  have hA : IsUnit (H - e • (1 : Matrix n n ℝ)).det := isUnit_iff_ne_zero.2 h
  rw [Matrix.eval_charpoly, Matrix.eval_charpoly, Matrix.scalar_apply,
    ← Matrix.smul_one_eq_diagonal, boundaryFn]
  set A := H - e • (1 : Matrix n n ℝ) with hAdef
  have hmul : A * vecMulVec (A⁻¹ *ᵥ v) v = vecMulVec v v := by
    rw [Matrix.mul_vecMulVec, Matrix.mulVec_mulVec, Matrix.mul_nonsing_inv _ hA,
      Matrix.one_mulVec]
  -- factor out the unperturbed matrix
  have hfac : e • (1 : Matrix n n ℝ) - (H - vecMulVec v v)
      = (e • (1 : Matrix n n ℝ) - H) * (1 - vecMulVec (A⁻¹ *ᵥ v) v) := by
    have hneg : e • (1 : Matrix n n ℝ) - H = -A := by rw [hAdef, neg_sub]
    rw [hneg, mul_sub, mul_one, neg_mul, hmul, hAdef]
    abel
  have hone : (1 : Matrix n n ℝ) - vecMulVec (A⁻¹ *ᵥ v) v
      = 1 + vecMulVec (-(A⁻¹ *ᵥ v)) v := by
    ext i j
    simp [Matrix.vecMulVec_apply, sub_eq_add_neg]
  rw [hfac, Matrix.det_mul, hone, Matrix.vecMulVec_eq Unit,
    Matrix.det_one_add_replicateCol_mul_replicateRow, dotProduct_neg, ← sub_eq_add_neg]

/-- The boundary function is differentiable in the energy at every regular energy. -/
theorem boundaryFn_differentiableAt {H : Matrix n n ℝ} (v : n → ℝ) {e : ℝ}
    (h : Regular H e) : DifferentiableAt ℝ (boundaryFn H v) e := by
  have hq := (regular_iff H e).1 h
  have hev : boundaryFn H v =ᶠ[𝓝 e]
      fun x => 1 - (H - vecMulVec v v).charpoly.eval x / H.charpoly.eval x := by
    filter_upwards [H.charpoly.continuous.continuousAt.eventually_ne hq] with x hx
    rw [charpoly_boundary v ((regular_iff H x).2 hx), mul_div_cancel_left₀ _ hx]
    ring
  refine DifferentiableAt.congr_of_eventuallyEq ?_ hev
  exact (differentiableAt_const 1).sub
    ((Polynomial.differentiableAt _).div (Polynomial.differentiableAt _) hq)

/-- At a common regular energy the mismatch polynomial is the difference of the two boundary
functions times both characteristic polynomials. -/
theorem mismatch_eval {H : Matrix n n ℝ} {K : Matrix m m ℝ} (v : n → ℝ) (w : m → ℝ) {e : ℝ}
    (hH : Regular H e) (hK : Regular K e) :
    (mismatch H K v w).eval e
      = (H.charpoly * K.charpoly).eval e * (boundaryFn K w e - boundaryFn H v e) := by
  rw [mismatch, eval_sub, eval_mul, eval_mul, eval_mul, charpoly_boundary v hH,
    charpoly_boundary w hK]
  ring

/-- A real polynomial of degree below `N` vanishes if it has roots on `T`, its derivative
vanishes on a subset `S` of `T`, and `N ≤ |T| + |S|`. -/
theorem eq_zero_of_double_roots {F : ℝ[X]} {N : ℕ} (hdeg : F.degree < (N : WithBot ℕ))
    {S T : Finset ℝ} (hST : S ⊆ T) (hT : ∀ e ∈ T, F.eval e = 0)
    (hS : ∀ e ∈ S, F.derivative.eval e = 0) (hN : N ≤ T.card + S.card) : F = 0 := by
  by_contra h
  -- every energy of `S` is counted twice among the roots
  have hle : T.val + S.val ≤ F.roots := by
    rw [Multiset.le_iff_count]
    intro e
    rw [Multiset.count_add, Polynomial.count_roots]
    have h1 := Multiset.nodup_iff_count_le_one.1 T.nodup e
    have h2 := Multiset.nodup_iff_count_le_one.1 S.nodup e
    by_cases hs : e ∈ S
    · have := (Polynomial.one_lt_rootMultiplicity_iff_isRoot h).2 ⟨hT e (hST hs), hS e hs⟩
      omega
    · have h3 : Multiset.count e S.val = 0 := Multiset.count_eq_zero.2 hs
      by_cases ht : e ∈ T
      · have := (Polynomial.rootMultiplicity_pos h).2 (hT e ht)
        omega
      · have h4 : Multiset.count e T.val = 0 := Multiset.count_eq_zero.2 ht
        omega
  have hc := Multiset.card_le_card hle
  rw [Multiset.card_add, Finset.card_val, Finset.card_val] at hc
  have hr := F.card_roots'
  have hd := (Polynomial.natDegree_lt_iff_degree_lt h).2 hdeg
  omega

/-- If two boundary functions agree in value on a finite set `T` of common regular energies and
in slope on a subset `S`, and `|T| + |S|` is at least the sum of the two dimensions, then they
agree at every common regular energy. -/
theorem boundaryFn_eq_of_matching (H : Matrix n n ℝ) (K : Matrix m m ℝ) (v : n → ℝ)
    (w : m → ℝ) {S T : Finset ℝ} (hST : S ⊆ T)
    (hreg : ∀ e ∈ T, Regular H e ∧ Regular K e)
    (hval : ∀ e ∈ T, boundaryFn H v e = boundaryFn K w e)
    (hder : ∀ e ∈ S, deriv (boundaryFn H v) e = deriv (boundaryFn K w) e)
    (hcard : Fintype.card n + Fintype.card m ≤ T.card + S.card)
    {e : ℝ} (hH : Regular H e) (hK : Regular K e) :
    boundaryFn H v e = boundaryFn K w e := by
  -- both products in the mismatch are monic of the same degree
  have hdeg : (mismatch H K v w).degree
      < ((Fintype.card n + Fintype.card m : ℕ) : WithBot ℕ) := by
    have hp := (H - vecMulVec v v).charpoly_monic.mul K.charpoly_monic
    have hq := (K - vecMulVec w w).charpoly_monic.mul H.charpoly_monic
    have hdp : ((H - vecMulVec v v).charpoly * K.charpoly).degree
        = ((Fintype.card n + Fintype.card m : ℕ) : WithBot ℕ) := by
      rw [degree_mul, charpoly_degree_eq_dim, charpoly_degree_eq_dim, Nat.cast_add]
    have hdq : ((K - vecMulVec w w).charpoly * H.charpoly).degree
        = ((Fintype.card n + Fintype.card m : ℕ) : WithBot ℕ) := by
      rw [degree_mul, charpoly_degree_eq_dim, charpoly_degree_eq_dim, Nat.cast_add, add_comm]
    rw [← hdp]
    exact Polynomial.degree_sub_lt_left (hdp.trans hdq.symm) hp.ne_zero
      (hp.leadingCoeff.trans hq.leadingCoeff.symm)
  have hzero : mismatch H K v w = 0 := by
    refine eq_zero_of_double_roots hdeg hST (fun x hx => ?_) (fun x hx => ?_) hcard
    · rw [mismatch_eval v w (hreg x hx).1 (hreg x hx).2, hval x hx, sub_self, mul_zero]
    · -- differentiate the product formula for the mismatch
      obtain ⟨h1, h2⟩ := hreg x (hST hx)
      have hB : (H.charpoly * K.charpoly).eval x ≠ 0 := by
        rw [eval_mul]
        exact mul_ne_zero ((regular_iff H x).1 h1) ((regular_iff K x).1 h2)
      have hprod := ((H.charpoly * K.charpoly).hasDerivAt x).mul
        ((boundaryFn_differentiableAt w h2).hasDerivAt.sub
          (boundaryFn_differentiableAt v h1).hasDerivAt)
      have hev : (fun y => (mismatch H K v w).eval y) =ᶠ[𝓝 x]
          ((fun y => (H.charpoly * K.charpoly).eval y)
            * (boundaryFn K w - boundaryFn H v)) := by
        filter_upwards [(H.charpoly * K.charpoly).continuous.continuousAt.eventually_ne hB]
          with y hy
        rw [eval_mul] at hy
        exact mismatch_eval v w ((regular_iff H y).2 (left_ne_zero_of_mul hy))
          ((regular_iff K y).2 (right_ne_zero_of_mul hy))
      rw [((mismatch H K v w).hasDerivAt x).unique (hprod.congr_of_eventuallyEq hev),
        Pi.sub_apply, hval x (hST hx), hder x hx]
      ring
  have h := mismatch_eval v w hH hK
  rw [hzero, eval_zero, eval_mul] at h
  have hne := mul_ne_zero ((regular_iff H e).1 hH) ((regular_iff K e).1 hK)
  exact (sub_eq_zero.1 ((mul_eq_zero.1 h.symm).resolve_left hne)).symm

/-- If values and energy slopes of two boundary functions agree at `k` distinct common regular
energies, and `2k` is at least the sum of the two dimensions, then the functions agree at every
common regular energy. -/
theorem exact_scattering_of_references (H : Matrix n n ℝ) (K : Matrix m m ℝ) (v : n → ℝ)
    (w : m → ℝ) (S : Finset ℝ) (hreg : ∀ e ∈ S, Regular H e ∧ Regular K e)
    (hval : ∀ e ∈ S, boundaryFn H v e = boundaryFn K w e)
    (hder : ∀ e ∈ S, deriv (boundaryFn H v) e = deriv (boundaryFn K w) e)
    (hcard : Fintype.card n + Fintype.card m ≤ 2 * S.card) :
    ∀ e, Regular H e → Regular K e → boundaryFn H v e = boundaryFn K w e :=
  fun _ hH hK => boundaryFn_eq_of_matching H K v w (Finset.Subset.refl S) hreg hval hder
    (by omega) hH hK

/-- For a diagonal Hamiltonian with levels `d i`, the boundary function at an energy `e` that is
not a level is the sum of the poles `(v i)² / (d i - e)`. -/
theorem boundaryFn_diagonal (d v : n → ℝ) {e : ℝ} (h : ∀ i, d i ≠ e) :
    boundaryFn (diagonal d) v e = ∑ i, v i ^ 2 / (d i - e) := by
  have hinv : (diagonal d - e • (1 : Matrix n n ℝ))⁻¹ = diagonal fun i => (d i - e)⁻¹ := by
    apply Matrix.inv_eq_right_inv
    rw [Matrix.smul_one_eq_diagonal, Matrix.diagonal_sub, Matrix.diagonal_mul_diagonal,
      ← Matrix.diagonal_one]
    congr 1
    funext i
    exact mul_inv_cancel₀ (sub_ne_zero.2 (h i))
  rw [boundaryFn, hinv, dotProduct]
  refine Finset.sum_congr rfl fun i _ => ?_
  rw [Matrix.mulVec_diagonal, div_eq_mul_inv]
  ring

/-- For a diagonal Hamiltonian with levels `d i`, the energy slope of the boundary function at an
energy `e` that is not a level is the sum of `(v i)² / (d i - e)²`. -/
theorem deriv_boundaryFn_diagonal (d v : n → ℝ) {e : ℝ} (h : ∀ i, d i ≠ e) :
    deriv (boundaryFn (diagonal d) v) e = ∑ i, v i ^ 2 / (d i - e) ^ 2 := by
  have hev : boundaryFn (diagonal d) v =ᶠ[𝓝 e] fun x => ∑ i, v i ^ 2 / (d i - x) := by
    filter_upwards [Filter.eventually_all.2 fun i => eventually_ne_nhds (h i).symm] with x hx
    exact boundaryFn_diagonal d v fun i => (hx i).symm
  have hsum : HasDerivAt (fun x => ∑ i, v i ^ 2 / (d i - x))
      (∑ i, v i ^ 2 / (d i - e) ^ 2) e := by
    refine HasDerivAt.fun_sum fun i _ => ?_
    have hd := (hasDerivAt_const e (v i ^ 2)).fun_div
      ((hasDerivAt_id' e).const_sub (d i)) (sub_ne_zero.2 (h i))
    exact hd.congr_deriv (by ring)
  exact (hsum.congr_of_eventuallyEq hev).deriv

/-- A two-level Hamiltonian with levels `1` and `-1`. -/
def twoLevel : Matrix (Fin 2) (Fin 2) ℝ := diagonal ![1, -1]

/-- A one-level Hamiltonian with level `7/25`. -/
def oneLevel : Matrix (Fin 1) (Fin 1) ℝ := diagonal ![7 / 25]

/-- The two-level and one-level systems, with boundary vectors `(4, 3)` and `(7/5)`, agree in value
and slope at the common regular energy `0` but differ at the common regular energy `2`. -/
theorem one_reference_insufficient :
    (Regular twoLevel 0 ∧ Regular oneLevel 0) ∧ (Regular twoLevel 2 ∧ Regular oneLevel 2) ∧
    boundaryFn twoLevel ![4, 3] 0 = boundaryFn oneLevel ![7 / 5] 0 ∧
    deriv (boundaryFn twoLevel ![4, 3]) 0 = deriv (boundaryFn oneLevel ![7 / 5]) 0 ∧
    boundaryFn twoLevel ![4, 3] 2 ≠ boundaryFn oneLevel ![7 / 5] 2 := by
  have a0 : ∀ i, (![1, -1] : Fin 2 → ℝ) i ≠ 0 := by
    intro i; fin_cases i <;> norm_num
  have a2 : ∀ i, (![1, -1] : Fin 2 → ℝ) i ≠ 2 := by
    intro i; fin_cases i <;> norm_num
  have b0 : ∀ i, (![7 / 25] : Fin 1 → ℝ) i ≠ 0 := by
    intro i; fin_cases i; norm_num
  have b2 : ∀ i, (![7 / 25] : Fin 1 → ℝ) i ≠ 2 := by
    intro i; fin_cases i; norm_num
  refine ⟨⟨?_, ?_⟩, ⟨?_, ?_⟩, ?_, ?_, ?_⟩
  · norm_num [Regular, twoLevel, Matrix.det_fin_two]
  · norm_num [Regular, oneLevel, Matrix.det_unique]
  · norm_num [Regular, twoLevel, Matrix.det_fin_two]
  · norm_num [Regular, oneLevel, Matrix.det_unique]
  · rw [twoLevel, oneLevel, boundaryFn_diagonal _ _ a0, boundaryFn_diagonal _ _ b0]
    norm_num [Fin.sum_univ_succ]
  · rw [twoLevel, oneLevel, deriv_boundaryFn_diagonal _ _ a0, deriv_boundaryFn_diagonal _ _ b0]
    norm_num [Fin.sum_univ_succ]
  · rw [twoLevel, oneLevel, boundaryFn_diagonal _ _ a2, boundaryFn_diagonal _ _ b2]
    norm_num [Fin.sum_univ_succ]

end

end NormConservingReferences
```

```lean
#print axioms NormConservingReferences.boundaryFn_eq_of_matching
#print axioms NormConservingReferences.exact_scattering_of_references
#print axioms NormConservingReferences.one_reference_insufficient
```

```
'NormConservingReferences.boundaryFn_eq_of_matching' depends on axioms: [propext, Classical.choice, Quot.sound]
'NormConservingReferences.exact_scattering_of_references' depends on axioms: [propext, Classical.choice, Quot.sound]
'NormConservingReferences.one_reference_insufficient' depends on axioms: [propext, Classical.choice, Quot.sound]
```

**How the lemmas carry the argument.** `regular_iff` translates regularity into $\chi_H(e)\ne0$. `charpoly_boundary` is the determinant identity: `hfac` is the factorisation above, and Mathlib's determinant lemma for a column times a row finishes it. `mismatch_eval` subtracts the two instances to give the product formula for $F$.

`boundaryFn_differentiableAt` writes $R_H$ near a regular energy as $1-\chi_{H-vv^T}/\chi_H$, a quotient of polynomials with nonzero denominator. This matters because Lean's `deriv` returns zero where no derivative exists; here the slopes are true derivatives.

`eq_zero_of_double_roots` does the counting. It shows that the multiset `T.val + S.val`, in which each energy of `S` appears twice, is contained in the roots of $F$, and compares its size with the degree.

In `boundaryFn_eq_of_matching`, `hdeg` is the cancellation of leading terms. For `hzero`, the product formula holds in a neighbourhood of each reference, so it may be differentiated, and uniqueness of the derivative gives $F'=0$. The last lines cancel $\chi_H\chi_K$. The theorem with $k$ references is the case `T = S`.

`boundaryFn_diagonal` and `deriv_boundaryFn_diagonal` supply the pole sums for diagonal Hamiltonians, and `one_reference_insufficient` uses them to compare values and slopes at $0$ and values at $2$ for the example above.
